# A two-level coupled-cluster energy with slope 1/2, where the dressed perturbation's reference entry is 0

## Can the reference entry alone give the energy derivative?

If I differentiate a coupled-cluster energy by keeping only the reference entry of the dressed perturbation, I can get 0 where the true slope is 1/2. Two levels are enough to show it. Take

H = [[0, 1], [1, 0]],  V = [[0, 0], [0, 1]]

and let the cluster operator T excite state 0 to state 1 with amplitude t. The lower eigenvalue of H + xV is

E(x) = (x − √(x² + 4))/2

and its slope at x = 0 is 1/2. The amplitude there is t = −1, and the reference entry of exp(−T) V exp(T) is 0. I believe that the lambda multiplier supplies the missing half. Can this be made rigorous and machine-checked, together with the general reason for it?

## The missing half is the response of the amplitude

Yes. The Hellmann–Feynman theorem itself is not violated: the normalised eigenvector at x = 0 is (1, −1)/√2, and V has expectation value 1/2 in it. What fails is the use of the dressed reference entry in place of that expectation value.

**Dressed entries.** The matrix T has the single nonzero entry T₁₀ = t, so T² = 0 and exp(±T) = 1 ± T. For a real 2 × 2 matrix A, write Ā = exp(−T) A exp(T). Column 0 of A exp(T) is (A₀₀ + A₀₁t, A₁₀ + A₁₁t). Multiplying by exp(−T) from the left subtracts t times row 0 from row 1, which gives

Ā₀₀ = A₀₀ + A₀₁t

Ā₁₀ = A₁₀ + A₁₁t − A₀₀t − A₀₁t²

The amplitude equation for a Hamiltonian A is Ā₁₀ = 0, and the coupled-cluster energy is then Ā₀₀.

**The Lagrangian.** With a multiplier l, define

L(A; t, l) = Ā₀₀ + l Ā₁₀

∂L/∂t = A₀₁ + l (A₁₁ − A₀₀ − 2A₀₁t)

The lambda equation sets this derivative to zero for A = H at the unperturbed amplitude.

Now let t(x) be differentiable at 0 and solve the amplitude equation of H + xV for all x near 0, and keep l fixed. The l term vanishes along this solution, so the energy equals L(H + xV; t(x), l). Since L is linear in A, the chain rule gives

dE/dx at 0 = L(V; t(0), l) + t′(0) · ∂L(H; t, l)/∂t at t(0)

The lambda equation removes the second term. What remains is V̄₀₀ + l V̄₁₀, and t′(0) is no longer needed.

**The example.** For H + xV = [[0, 1], [1, x]] the energy is t itself, and the amplitude equation is

1 + xt − t² = 0

An eigenvector (w₀, w₁) with eigenvalue e satisfies w₁ = e w₀ and w₀ + x w₁ = e w₁. Here w₀ ≠ 0, since otherwise both components would vanish. Hence e² = xe + 1, the same quadratic. It follows that

(x − 2e)² = x² + 4

so x − 2e ≤ √(x² + 4), which means e ≥ E(x). The vector (1, E(x)) shows that E(x) is itself an eigenvalue, so it is the lowest one. Its derivative is

E′(x) = (1 − x/√(x² + 4))/2

At x = 0 this gives E = t = −1 and E′ = 1/2. The lambda equation reads 1 + 2l = 0, so l = −1/2. Finally, V̄₀₀ = 0 and V̄₁₀ = t = −1, and therefore

V̄₀₀ + l V̄₁₀ = 0 + (−1/2)(−1) = 1/2

**A finite difference by hand.** With √4.01 ≈ 2.00250, the energies are E(0.1) ≈ −0.95125 and E(−0.1) ≈ −1.05125. Their difference divided by 0.2 is 0.5. The reference entry alone would have predicted no first-order change.

## What the Lean statements say

States 0 and 1 are the two elements of `Fin 2`, and all matrices are real. `cluster t` is T, `dressed t A` is Ā, and `lagrangian A t l` is L(A; t, l). The exponential is `IsNilpotent.exp`, the exponential series of a nilpotent element, and not a definition of exp(T) as 1 + T. `HasDerivAt f d a` says that f is differentiable at a with derivative d.

`energy_derivative_with_lambda` is the general claim, for arbitrary real 2 × 2 matrices `H` and `V`, symmetric or not. It has three hypotheses:

- `ht`: the amplitude is differentiable at 0, with slope `t'`. Physically, the solution responds smoothly to the perturbation.
- `hamp`: the amplitude equation of H + xV holds for all x in some neighbourhood of 0.
- `hl`: the Lagrangian of `H` is stationary in the amplitude at `t 0`. This is the lambda equation.

The existence of such an amplitude and multiplier is assumed there, not derived. The example supplies them: `coupling` is H, `shift` is V, and `groundEnergy` serves as both energy and amplitude. `groundEnergy_isLeast` identifies it as the least real eigenvalue for every real x, `amplitude_solution` gives the amplitude equation and the energy, and `lambda_equation_iff` says that −1/2 is the only multiplier that works at t = −1. `hellmann_feynman_needs_lambda` collects the four numbers. Its name refers to the derivative formula written with dressed entries, where the reference entry alone is not enough; the expectation value in the normalised eigenvector needs no multiplier.

The model has one amplitude and a fixed orthonormal basis. The reference and the one excited state span the whole space, and the ground state has a nonzero reference component, so coupled cluster is exact in the example; truncation error, many amplitudes and orbital response are not treated.

```lean
import Mathlib

open Matrix

namespace TwoLevelCoupledCluster

noncomputable section

/-- The cluster operator `T`, which excites the reference state 0 to state 1 with amplitude `t`. -/
def cluster (t : ℝ) : Matrix (Fin 2) (Fin 2) ℝ := !![0, 0; t, 0]

/-- The similarity-transformed operator `exp(-T) A exp(T)`. -/
def dressed (t : ℝ) (A : Matrix (Fin 2) (Fin 2) ℝ) : Matrix (Fin 2) (Fin 2) ℝ :=
  IsNilpotent.exp (-cluster t) * A * IsNilpotent.exp (cluster t)

/-- The coupled-cluster Lagrangian: the dressed reference entry plus the multiplier `l` times
the dressed excitation entry. -/
def lagrangian (A : Matrix (Fin 2) (Fin 2) ℝ) (t l : ℝ) : ℝ :=
  dressed t A 0 0 + l * dressed t A 1 0

/-- The exponential of the cluster operator is `1 + T`, written out as a matrix. -/
theorem exp_cluster (t : ℝ) : IsNilpotent.exp (cluster t) = !![1, 0; t, 1] := by
  have h : cluster t ^ 2 = 0 := by
    rw [pow_two]
    ext i j
    fin_cases i <;> fin_cases j <;> simp [cluster, Matrix.mul_apply, Fin.sum_univ_succ]
  rw [IsNilpotent.exp_eq_sum h]
  ext i j
  fin_cases i <;> fin_cases j <;> simp [cluster, Finset.sum_range_succ]

/-- The reference and excitation entries of a dressed operator as polynomials in the amplitude. -/
theorem dressed_entries (t : ℝ) (A : Matrix (Fin 2) (Fin 2) ℝ) :
    dressed t A 0 0 = A 0 0 + A 0 1 * t ∧
    dressed t A 1 0 = A 1 0 + A 1 1 * t - A 0 0 * t - A 0 1 * (t * t) := by
  have hneg : -cluster t = cluster (-t) := by
    ext i j
    fin_cases i <;> fin_cases j <;> simp [cluster]
  rw [dressed, hneg, exp_cluster, exp_cluster]
  constructor
  · simp only [Matrix.mul_apply, Fin.sum_univ_two]
    simp
  · simp only [Matrix.mul_apply, Fin.sum_univ_two]
    simp
    ring

/-- The derivative of the Lagrangian with respect to the amplitude. -/
theorem hasDerivAt_lagrangian (H : Matrix (Fin 2) (Fin 2) ℝ) (t l : ℝ) :
    HasDerivAt (fun s => lagrangian H s l)
      (H 0 1 + l * (H 1 1 - H 0 0 - 2 * H 0 1 * t)) t := by
  simp only [lagrangian, (dressed_entries _ _).1, (dressed_entries _ _).2]
  have hs := hasDerivAt_id' t
  exact (((hs.const_mul (H 0 1)).const_add (H 0 0)).fun_add
    (((((hs.const_mul (H 1 1)).const_add (H 1 0)).fun_sub (hs.const_mul (H 0 0))).fun_sub
      ((hs.fun_mul hs).const_mul (H 0 1))).const_mul l)).congr_deriv (by ring)

/-- If the amplitude is differentiable at 0 and solves the amplitude equation of `H + x V` near `x =
0`, and `l` makes the Lagrangian of `H` stationary at the amplitude `t 0`, then the energy
derivative at 0 is the Lagrangian value of `V` at `t 0` and `l`. -/
theorem energy_derivative_with_lambda (H V : Matrix (Fin 2) (Fin 2) ℝ) (t : ℝ → ℝ) (t' l : ℝ)
    (ht : HasDerivAt t t' 0)
    (hamp : ∀ᶠ x in nhds (0 : ℝ), dressed (t x) (H + x • V) 1 0 = 0)
    (hl : HasDerivAt (fun s => lagrangian H s l) 0 (t 0)) :
    HasDerivAt (fun x => dressed (t x) (H + x • V) 0 0) (lagrangian V (t 0) l) 0 := by
  have e : ∀ i j, HasDerivAt (fun x : ℝ => (H + x • V) i j) (V i j) 0 := by
    intro i j
    simp only [Matrix.add_apply, Matrix.smul_apply, smul_eq_mul]
    exact (((hasDerivAt_id' (0 : ℝ)).mul_const (V i j)).const_add (H i j)).congr_deriv
      (one_mul _)
  -- total derivative: explicit part plus amplitude response
  have hL : HasDerivAt (fun x => lagrangian (H + x • V) (t x) l)
      (lagrangian V (t 0) l + t' * (H 0 1 + l * (H 1 1 - H 0 0 - 2 * H 0 1 * t 0))) 0 := by
    simp only [lagrangian, (dressed_entries _ _).1, (dressed_entries _ _).2]
    exact (((e 0 0).fun_add ((e 0 1).fun_mul ht)).fun_add
      (((((e 1 0).fun_add ((e 1 1).fun_mul ht)).fun_sub ((e 0 0).fun_mul ht)).fun_sub
        ((e 0 1).fun_mul (ht.fun_mul ht))).const_mul l)).congr_deriv
      (by simp only [zero_smul, add_zero]; ring)
  -- the lambda equation removes the response term
  have hz := (hasDerivAt_lagrangian H (t 0) l).unique hl
  rw [hz, mul_zero, add_zero] at hL
  refine hL.congr_of_eventuallyEq (hamp.mono fun x hx => ?_)
  show dressed (t x) (H + x • V) 0 0 = lagrangian (H + x • V) (t x) l
  rw [lagrangian, hx, mul_zero, add_zero]

/-- The unperturbed Hamiltonian, a unit coupling between two degenerate levels. -/
def coupling : Matrix (Fin 2) (Fin 2) ℝ := !![0, 1; 1, 0]

/-- The perturbation, which shifts the energy of the excited level. -/
def shift : Matrix (Fin 2) (Fin 2) ℝ := !![0, 0; 0, 1]

/-- The closed formula for the ground-state energy at perturbation strength `x`. -/
def groundEnergy (x : ℝ) : ℝ := (x - √(x ^ 2 + 4)) / 2

/-- The ground-state energy satisfies the characteristic equation of the perturbed Hamiltonian. -/
theorem groundEnergy_quadratic (x : ℝ) :
    groundEnergy x * groundEnergy x = x * groundEnergy x + 1 := by
  have h := Real.sq_sqrt (show 0 ≤ x ^ 2 + 4 by positivity)
  unfold groundEnergy
  linear_combination h / 4

/-- `groundEnergy x` is the lowest eigenvalue of the perturbed Hamiltonian. -/
theorem groundEnergy_isLeast (x : ℝ) :
    IsLeast {e : ℝ | ∃ w : Fin 2 → ℝ, w ≠ 0 ∧ (coupling + x • shift) *ᵥ w = e • w}
      (groundEnergy x) := by
  have action : ∀ w : Fin 2 → ℝ,
      (coupling + x • shift) *ᵥ w = ![w 1, w 0 + x * w 1] := by
    intro w
    ext i
    fin_cases i <;> simp [coupling, shift, Matrix.mulVec, dotProduct, Fin.sum_univ_two]
  constructor
  · refine ⟨![1, groundEnergy x], fun h => one_ne_zero (congrFun h 0), ?_⟩
    rw [action]
    ext i
    fin_cases i
    · show groundEnergy x = groundEnergy x * 1
      ring
    · show 1 + x * groundEnergy x = groundEnergy x * groundEnergy x
      linarith [groundEnergy_quadratic x]
  · rintro e ⟨w, hne, hw⟩
    rw [action] at hw
    have h1 : w 1 = e * w 0 := congrFun hw 0
    have h2 : w 0 + x * w 1 = e * w 1 := congrFun hw 1
    have hw0 : w 0 ≠ 0 := by
      intro h
      apply hne
      ext i
      fin_cases i
      · exact h
      · show w 1 = 0
        rw [h1, h, mul_zero]
    rw [h1] at h2
    -- every eigenvalue solves the same quadratic equation
    have hq : e * e = x * e + 1 := mul_left_cancel₀ hw0 (by linear_combination -h2)
    have hb : x - 2 * e ≤ √(x ^ 2 + 4) :=
      le_trans (le_abs_self _) (Real.abs_le_sqrt (by nlinarith [hq]))
    unfold groundEnergy
    linarith

/-- With amplitude `t = groundEnergy x` the amplitude equation holds and the coupled-cluster
energy equals `groundEnergy x`. -/
theorem amplitude_solution (x : ℝ) :
    dressed (groundEnergy x) (coupling + x • shift) 1 0 = 0 ∧
    dressed (groundEnergy x) (coupling + x • shift) 0 0 = groundEnergy x := by
  have h := groundEnergy_quadratic x
  rw [(dressed_entries _ _).1, (dressed_entries _ _).2]
  constructor
  · simp [coupling, shift]
    linarith
  · simp [coupling, shift]

/-- At amplitude -1 the unperturbed Lagrangian is stationary exactly when the multiplier
is -1/2. -/
theorem lambda_equation_iff (l : ℝ) :
    HasDerivAt (fun s => lagrangian coupling s l) 0 (-1) ↔ l = -1 / 2 := by
  constructor
  · intro h
    have hz := (hasDerivAt_lagrangian coupling (-1) l).unique h
    norm_num [coupling] at hz
    linarith
  · rintro rfl
    exact (hasDerivAt_lagrangian coupling (-1) (-1 / 2)).congr_deriv (by norm_num [coupling])

/-- At `x = 0` the ground-state energy is -1 and its slope is 1/2; at amplitude -1 the dressed
reference entry of the perturbation is 0, and its Lagrangian value with multiplier -1/2 is 1/2. -/
theorem hellmann_feynman_needs_lambda :
    groundEnergy 0 = -1 ∧ HasDerivAt groundEnergy (1 / 2) 0 ∧
    dressed (-1) shift 0 0 = 0 ∧ lagrangian shift (-1) (-1 / 2) = 1 / 2 := by
  refine ⟨?_, ?_, ?_, ?_⟩
  · have h : √((0 : ℝ) ^ 2 + 4) = 2 := by
      rw [show (0 : ℝ) ^ 2 + 4 = 2 ^ 2 by norm_num]
      exact Real.sqrt_sq (by norm_num)
    rw [groundEnergy, h]
    norm_num
  · -- the square root is flat at the origin
    have hp : HasDerivAt (fun x : ℝ => x ^ 2 + 4) 0 0 :=
      (((hasDerivAt_id' (0 : ℝ)).fun_pow 2).add_const 4).congr_deriv (by norm_num)
    have hs := hp.sqrt (by norm_num)
    exact (((hasDerivAt_id' (0 : ℝ)).fun_sub hs).div_const 2).congr_deriv (by norm_num)
  · rw [(dressed_entries _ _).1]
    simp [shift]
  · rw [lagrangian, (dressed_entries _ _).1, (dressed_entries _ _).2]
    norm_num [shift]

end

end TwoLevelCoupledCluster
```

```lean
#print axioms TwoLevelCoupledCluster.energy_derivative_with_lambda
-- 'TwoLevelCoupledCluster.energy_derivative_with_lambda' depends on axioms: [propext, Classical.choice, Quot.sound]
#print axioms TwoLevelCoupledCluster.amplitude_solution
-- 'TwoLevelCoupledCluster.amplitude_solution' depends on axioms: [propext, Classical.choice, Quot.sound]
#print axioms TwoLevelCoupledCluster.lambda_equation_iff
-- 'TwoLevelCoupledCluster.lambda_equation_iff' depends on axioms: [propext, Classical.choice, Quot.sound]
#print axioms TwoLevelCoupledCluster.hellmann_feynman_needs_lambda
-- 'TwoLevelCoupledCluster.hellmann_feynman_needs_lambda' depends on axioms: [propext, Classical.choice, Quot.sound]
```

## How the proof follows the calculation

`exp_cluster` checks T² = 0 entry by entry, and `IsNilpotent.exp_eq_sum` then cuts the series after the linear term. `dressed_entries` uses −T(t) = T(−t), so the same lemma evaluates both exponentials, and multiplies out the matrices. `hasDerivAt_lagrangian` differentiates the resulting polynomial in t with the sum and product rules; `ring` brings the result to the stated form.

In `energy_derivative_with_lambda`, the auxiliary fact `e` says that each entry of H + xV has slope Vᵢⱼ. The step `hL` is the total derivative, already split into the explicit part and the response term. A function has only one derivative at a point, so `unique` turns the stationarity hypothesis into the equation `hz`, which makes the response factor zero. The last step, `congr_of_eventuallyEq`, replaces the Lagrangian by the energy. This is allowed because the two agree near x = 0, by the amplitude equation.

For the example, `groundEnergy_quadratic` derives E² = xE + 1 from the square of the root. `groundEnergy_isLeast` has two halves: the vector (1, E) shows that E is an eigenvalue, and the bound on x − 2e, obtained from `Real.abs_le_sqrt`, shows that no eigenvalue lies below it. `amplitude_solution` inserts E into the dressed entries and uses the quadratic again. `lambda_equation_iff` compares derivatives in one direction and inserts l = −1/2 in the other.

The final theorem differentiates the closed formula directly, using that x² + 4 has zero slope at the origin. It does not call the general theorem, so the slope and the Lagrangian value are computed independently and found to agree.

## The same step in a coupled-cluster program

With the orbitals held fixed, a first-order property can be calculated by converging the amplitudes for the unperturbed Hamiltonian and then solving the lambda equations, which are linear in the multipliers. Each perturbation, such as a component of the dipole operator, is then contracted with both sets, usually through a density matrix built from them. No perturbed amplitudes are needed for a first derivative. The two-level model shows this mechanism with one amplitude and one multiplier.

The code can be tested as in the finite difference above: add ±x times the perturbation to the Hamiltonian, reconverge the amplitudes with the orbitals held fixed, and compare the central difference with the contracted value. If the multiplier contribution has been left out, the two will in general disagree.
